# Two-pulse ESEEM for one nuclear spin 1/2: echo modulation from non-parallel precession axes

Let a nuclear spin make half a turn about $z$ while the electron is in one spin state, and half a turn about $x$ while it is in the other. The propagators are $A=-i\sigma_z$ and $B=-i\sigma_x$. A $\pi$ pulse on the electron exchanges the two states midway, so the nucleus undergoes $AB$ in one branch and $BA$ in the other. Here $AB=-BA$, and the electron echo comes back inverted. Had both axes been $z$, the products would agree and the echo would be complete. The variation of the echo height with pulse separation caused by the nuclear precession is called electron spin echo envelope modulation (ESEEM).

## Spins, pulses and the echo

```lean
import Mathlib

open Matrix

namespace TwoPulseESEEM

noncomputable section
```

For a real vector $v$, `pauliVec v` is $v\cdot\sigma$.

```lean
/-- The Pauli vector `v·σ` of a real three-vector `v`. -/
def pauliVec (v : Fin 3 → ℝ) : Matrix (Fin 2) (Fin 2) ℂ :=
  !![(v 2 : ℂ), (v 0 : ℂ) - Complex.I * (v 1 : ℂ);
     (v 0 : ℂ) + Complex.I * (v 1 : ℂ), -(v 2 : ℂ)]
```

A spinor matrix is $w-i\,v\cdot\sigma$ with real $w$ and $v$.

```lean
/-- The spinor matrix `w - i v·σ` with real scalar part `w` and real vector part `v`. -/
def spinor (w : ℝ) (v : Fin 3 → ℝ) : Matrix (Fin 2) (Fin 2) ℂ :=
  (w : ℂ) • (1 : Matrix (Fin 2) (Fin 2) ℂ) - Complex.I • pauliVec v
```

Precession by an angle $t$ about a unit axis $n$ has $w=\cos(t/2)$ and vector part $\sin(t/2)\,n$.

```lean
/-- The nuclear propagator `cos(t/2) - i sin(t/2) n·σ` for precession by the angle `t`
about the unit axis `n`. -/
def nuclearProp (n : Fin 3 → ℝ) (t : ℝ) : Matrix (Fin 2) (Fin 2) ℂ :=
  spinor (Real.cos (t / 2)) (Real.sin (t / 2) • n)
```

Write $k=|n\times m|^2$ for axes $n$ and $m$. The code uses a dot product because the norm on `Fin 3 → ℝ` is the largest absolute value of a component, not the Euclidean length.

```lean
/-- The squared Euclidean length of `n × m`. -/
def crossSq (n m : Fin 3 → ℝ) : ℝ := (n ⨯₃ m) ⬝ᵥ (n ⨯₃ m)
```

The electron state labels the blocks of a $4\times4$ matrix.

```lean
/-- The electron operator `σₓ` on the electron-nuclear space, in blocks labelled by the
electron spin state. -/
def electronX : Matrix (Fin 2 ⊕ Fin 2) (Fin 2 ⊕ Fin 2) ℂ := fromBlocks 0 1 1 0
```

Free evolution is block diagonal: the electron is never flipped between pulses. The phase $\varphi$ is its resonance offset times the pulse separation.

```lean
/-- Free evolution between the pulses: the nucleus evolves by `A` or `B` according to the
electron state, and the electron acquires the offset phase `φ`. -/
def freeEvolution (φ : ℝ) (A B : Matrix (Fin 2) (Fin 2) ℂ) :
    Matrix (Fin 2 ⊕ Fin 2) (Fin 2 ⊕ Fin 2) ℂ :=
  fromBlocks (Complex.exp (-(Complex.I * φ / 2)) • A) 0 0
    (Complex.exp (Complex.I * φ / 2) • B)
```

The $\pi$ pulse is instantaneous and leaves the nucleus alone.

```lean
/-- Free evolution, an ideal `π` pulse `-i σₓ` on the electron, and the same free
evolution again. -/
def refocus (φ : ℝ) (A B : Matrix (Fin 2) (Fin 2) ℂ) :
    Matrix (Fin 2 ⊕ Fin 2) (Fin 2 ⊕ Fin 2) ℂ :=
  freeEvolution φ A B * ((-Complex.I) • electronX) * freeEvolution φ A B
```

The echo $V$ starts from $\sigma_x$ coherence with an unpolarised nucleus; the first pulse is not simulated. Since $\mathrm{tr}\,\sigma_x^2=4$ on the joint space, dividing by 4 normalises $V$. Relaxation is absent.

```lean
/-- The two-pulse echo: the electron coherence `σₓ` left by the first pulse is refocused
and detected along `σₓ`, in units of its initial value. -/
def echo (φ : ℝ) (A B : Matrix (Fin 2) (Fin 2) ℂ) : ℂ :=
  trace (electronX * (refocus φ A B * electronX * (refocus φ A B)ᴴ)) / 4
```

## (a) Product of spinor matrices

Show that
$$(w-i\,v\cdot\sigma)(u-i\,x\cdot\sigma)=(wu-v\cdot x)-i\,(wx+uv+v\times x)\cdot\sigma .$$

Expand, and use $(v\cdot\sigma)(x\cdot\sigma)=v\cdot x+i\,(v\times x)\cdot\sigma$. The Lean proof compares the four entries, real and imaginary parts separately.

```lean
/-- Two spinor matrices multiply by the quaternion rule. -/
theorem spinor_mul (w u : ℝ) (v x : Fin 3 → ℝ) :
    spinor w v * spinor u x = spinor (w * u - v ⬝ᵥ x) (w • x + u • v + v ⨯₃ x) := by
  ext i j
  fin_cases i <;> fin_cases j <;> apply Complex.ext <;>
    simp [spinor, pauliVec, Matrix.mul_apply, Fin.sum_univ_two, dotProduct,
      Fin.sum_univ_three, cross_apply] <;> ring
```

## (b) Adjoint

Show that $(w-i\,v\cdot\sigma)^\dagger=w+i\,v\cdot\sigma$.

The Pauli matrices are Hermitian, so only $i$ changes sign. The check is again entrywise.

```lean
/-- The adjoint of a spinor matrix has the opposite vector part. -/
theorem spinor_adjoint (w : ℝ) (v : Fin 3 → ℝ) : (spinor w v)ᴴ = spinor w (-v) := by
  ext i j
  fin_cases i <;> fin_cases j <;> apply Complex.ext <;> simp [spinor, pauliVec]
```

## (c) Trace of $A^\dagger B^\dagger AB$

For $A=w-i\,v\cdot\sigma$ and $B=u-i\,x\cdot\sigma$, not necessarily normalised, show that
$$\mathrm{tr}(A^\dagger B^\dagger AB)=2\left[(w^2+v^2)(u^2+x^2)-2|v\times x|^2\right].$$

Put $s=wu-v\cdot x$, $p=wx+uv$, $c=v\times x$. By (a) and (b), $AB$ has scalar part $s$ and vector part $p+c$; $A^\dagger B^\dagger$ has $s$ and $-p+c$. Their product has scalar part
$$s^2+p^2-c^2=w^2u^2+w^2x^2+u^2v^2+(v\cdot x)^2-c^2 .$$
Insert $(v\cdot x)^2=v^2x^2-c^2$. The trace is twice the scalar part, which is `ht` in the code; `ring` closes the polynomial identity.

```lean
/-- The trace of `A† B† A B` for two spinor matrices, which need not be normalised. -/
theorem trace_spinor_commutator (w u : ℝ) (v x : Fin 3 → ℝ) :
    trace ((spinor w v)ᴴ * (spinor u x)ᴴ * spinor w v * spinor u x) =
      ((2 * ((w ^ 2 + v ⬝ᵥ v) * (u ^ 2 + x ⬝ᵥ x) - 2 * crossSq v x) : ℝ) : ℂ) := by
  -- only the scalar part of a spinor matrix contributes to its trace
  have ht : ∀ (r : ℝ) (y : Fin 3 → ℝ), trace (spinor r y) = ((2 * r : ℝ) : ℂ) := by
    intro r y
    rw [Matrix.trace_fin_two]
    apply Complex.ext <;> simp [spinor, pauliVec]
    ring
  rw [spinor_adjoint, spinor_adjoint, spinor_mul, spinor_mul, spinor_mul, ht]
  congr 1
  simp only [crossSq, dotProduct, Fin.sum_univ_three, cross_apply, Pi.add_apply,
    Pi.smul_apply, Pi.neg_apply, smul_eq_mul, Matrix.cons_val]
  ring
```

## (d) Unit axes

For precession by $a$ about $n$ and by $b$ about $m$, show that
$$\tfrac12\mathrm{tr}(A^\dagger B^\dagger AB)=1-2k\sin^2\tfrac a2\sin^2\tfrac b2 .$$

In (c) both brackets become $\cos^2+\sin^2=1$ (using `hv`), and the cross product scales by both sines (`hx`).

```lean
/-- For unit precession axes `n` and `m`, half the trace of `A† B† A B` is
`1 - 2 |n × m|² sin²(a/2) sin²(b/2)`. -/
theorem eseem_trace (n m : Fin 3 → ℝ) (hn : n ⬝ᵥ n = 1) (hm : m ⬝ᵥ m = 1) (a b : ℝ) :
    trace ((nuclearProp n a)ᴴ * (nuclearProp m b)ᴴ * nuclearProp n a * nuclearProp m b) / 2 =
      ((1 - 2 * crossSq n m * Real.sin (a / 2) ^ 2 * Real.sin (b / 2) ^ 2 : ℝ) : ℂ) := by
  have hv : ∀ (s : ℝ) (y : Fin 3 → ℝ), y ⬝ᵥ y = 1 → (s • y) ⬝ᵥ (s • y) = s ^ 2 := by
    intro s y hy
    rw [smul_dotProduct, dotProduct_smul, hy, smul_eq_mul, smul_eq_mul]
    ring
  have hx : ∀ s r : ℝ, crossSq (s • n) (r • m) = s ^ 2 * r ^ 2 * crossSq n m := by
    intro s r
    simp only [crossSq, dotProduct, Fin.sum_univ_three, cross_apply,
      Pi.smul_apply, smul_eq_mul, Matrix.cons_val]
    ring
  unfold nuclearProp
  rw [trace_spinor_commutator, hv _ n hn, hv _ m hm, hx,
    Real.cos_sq_add_sin_sq, Real.cos_sq_add_sin_sq]
  push_cast
  ring
```

## (e) From echo to traces

For any $2\times2$ matrices $A$, $B$ and any offset, show that
$$V=\tfrac14\left[\mathrm{tr}(A^\dagger B^\dagger AB)+\mathrm{tr}(B^\dagger A^\dagger BA)\right].$$

Each branch collects both offset phases, $e^{-i\varphi/2}e^{i\varphi/2}=1$, so the full evolution is (`hW`)
$$U=-i\begin{pmatrix}0&AB\\BA&0\end{pmatrix}.$$
Then $\sigma_xU\sigma_xU^\dagger$ has diagonal blocks $BA(AB)^\dagger$ and $AB(BA)^\dagger$ (`hM`). Cycling each trace (`hc`) gives the result.

```lean
/-- The echo is the average of the two nuclear traces of `A† B† A B` and `B† A† B A`,
each divided by two, whatever the electron offset. -/
theorem echo_eq_trace (φ : ℝ) (A B : Matrix (Fin 2) (Fin 2) ℂ) :
    echo φ A B = (trace (Aᴴ * Bᴴ * A * B) + trace (Bᴴ * Aᴴ * B * A)) / 4 := by
  -- the offset phases before and after the pulse cancel
  have hW : refocus φ A B = (-Complex.I) • fromBlocks 0 (A * B) (B * A) 0 := by
    have h : Complex.exp (-(Complex.I * φ / 2)) * Complex.exp (Complex.I * φ / 2) = 1 := by
      rw [← Complex.exp_add, neg_add_cancel, Complex.exp_zero]
    unfold refocus freeEvolution electronX
    generalize Complex.exp (-(Complex.I * φ / 2)) = p at h ⊢
    generalize Complex.exp (Complex.I * φ / 2) = q at h ⊢
    have h' : q * p = 1 := by rw [mul_comm, h]
    rw [Matrix.mul_smul, Matrix.smul_mul]
    congr 1
    simp [fromBlocks_multiply, smul_smul, h, h']
  have hI : -Complex.I * star (-Complex.I) = 1 := by simp
  -- the phase of the pulse drops out of the density matrix
  have hM : electronX * (refocus φ A B * electronX * (refocus φ A B)ᴴ) =
      fromBlocks (B * A * (A * B)ᴴ) 0 0 (A * B * (B * A)ᴴ) := by
    rw [hW, conjTranspose_smul, Matrix.smul_mul, Matrix.smul_mul, Matrix.mul_smul,
      Matrix.mul_smul, Matrix.mul_smul, smul_smul, hI, one_smul]
    simp [electronX, fromBlocks_multiply, fromBlocks_conjTranspose]
  have hc : ∀ C D : Matrix (Fin 2) (Fin 2) ℂ,
      trace (C * D * (D * C)ᴴ) = trace (Cᴴ * Dᴴ * C * D) := by
    intro C D
    rw [conjTranspose_mul, Matrix.trace_mul_comm (C * D) (Cᴴ * Dᴴ), ← Matrix.mul_assoc]
  have hT : ∀ P Q : Matrix (Fin 2) (Fin 2) ℂ,
      trace (fromBlocks P 0 0 Q) = trace P + trace Q := by
    intro P Q
    simp [Matrix.trace, Fintype.sum_sum_type]
  rw [echo, hM, hT, hc, hc, add_comm]
```

## (f) The modulated echo

For unit axes, show that $V=1-2k\sin^2\frac a2\sin^2\frac b2$ at every offset.

Exchanging $n$ and $m$ leaves $k$ unchanged, so by (d) both traces in (e) are equal.

```lean
/-- Two-pulse ESEEM: for unit nuclear precession axes `n` and `m`, the echo is
`1 - 2 |n × m|² sin²(a/2) sin²(b/2)` at every electron offset. -/
theorem echo_modulation (n m : Fin 3 → ℝ) (hn : n ⬝ᵥ n = 1) (hm : m ⬝ᵥ m = 1)
    (φ a b : ℝ) :
    echo φ (nuclearProp n a) (nuclearProp m b) =
      ((1 - 2 * crossSq n m * Real.sin (a / 2) ^ 2 * Real.sin (b / 2) ^ 2 : ℝ) : ℂ) := by
  have hs : crossSq m n = crossSq n m := by
    simp only [crossSq, dotProduct, Fin.sum_univ_three, cross_apply, Matrix.cons_val]
    ring
  have h1 := eseem_trace n m hn hm a b
  have h2 := eseem_trace m n hm hn b a
  rw [hs] at h2
  rw [echo_eq_trace]
  push_cast at h1 h2 ⊢
  linear_combination (h1 + h2) / 2
```

## (g) Frequencies

With $a=\omega_a\tau$ and $b=\omega_b\tau$, show that
$$V=1-\tfrac k4\left[2-2\cos\omega_a\tau-2\cos\omega_b\tau+\cos(\omega_a-\omega_b)\tau+\cos(\omega_a+\omega_b)\tau\right].$$

Use $\sin^2(y/2)=(1-\cos y)/2$ and expand the product of cosines.

```lean
/-- For unit axes and pulse separation `τ`, the echo is a constant plus cosine terms at the nuclear
frequencies `ωa` and `ωb` and at their difference and sum, all with coefficients proportional to
`|n × m|²`. -/
theorem echo_frequencies (n m : Fin 3 → ℝ) (hn : n ⬝ᵥ n = 1) (hm : m ⬝ᵥ m = 1)
    (φ ωa ωb τ : ℝ) :
    echo φ (nuclearProp n (ωa * τ)) (nuclearProp m (ωb * τ)) =
      ((1 - crossSq n m / 4 * (2 - 2 * Real.cos (ωa * τ) - 2 * Real.cos (ωb * τ)
        + Real.cos ((ωa - ωb) * τ) + Real.cos ((ωa + ωb) * τ)) : ℝ) : ℂ) := by
  have hs : ∀ x : ℝ, Real.sin (x / 2) ^ 2 = (1 - Real.cos x) / 2 := by
    intro x
    have h := Real.cos_two_mul (x / 2)
    rw [show 2 * (x / 2) = x by ring] at h
    linarith [Real.sin_sq_add_cos_sq (x / 2)]
  rw [echo_modulation n m hn hm, hs, hs, sub_mul, add_mul, Real.cos_sub, Real.cos_add]
  congr 1
  ring
```

For short $\tau$, expanding (f) by hand gives $V\approx1-k\,\omega_a^2\omega_b^2\tau^4/8$: the modulation sets in at fourth order.

## (h) When the echo is unmodulated

For unit axes and any fixed offset, show that $V=1$ for all $a,b$ exactly when $n\times m=0$.

At $a=b=\pi$, (f) gives $1-2k=1$, hence $k=0$ and $n\times m=0$. The converse is immediate from (f).

```lean
/-- For unit axes, the echo keeps its full height at all precession angles exactly when
`n × m = 0`. -/
theorem no_modulation_iff (n m : Fin 3 → ℝ) (hn : n ⬝ᵥ n = 1) (hm : m ⬝ᵥ m = 1) (φ : ℝ) :
    (∀ a b : ℝ, echo φ (nuclearProp n a) (nuclearProp m b) = 1) ↔ n ⨯₃ m = 0 := by
  constructor
  · intro h
    -- half a turn in both manifolds gives the deepest modulation
    have h1 := h Real.pi Real.pi
    rw [echo_modulation n m hn hm, Real.sin_pi_div_two] at h1
    have h2 : 1 - 2 * crossSq n m * 1 ^ 2 * 1 ^ 2 = (1 : ℝ) := Complex.ofReal_injective h1
    have h3 : crossSq n m = 0 := by linarith
    exact dotProduct_self_eq_zero.mp h3
  · intro h a b
    have h0 : crossSq n m = 0 := by rw [crossSq, h, dotProduct_zero]
    rw [echo_modulation n m hn hm, h0]
    simp

end

end TwoPulseESEEM
```

```lean
#print axioms TwoPulseESEEM.echo_modulation
-- 'TwoPulseESEEM.echo_modulation' depends on axioms: [propext, Classical.choice, Quot.sound]
#print axioms TwoPulseESEEM.echo_frequencies
-- 'TwoPulseESEEM.echo_frequencies' depends on axioms: [propext, Classical.choice, Quot.sound]
#print axioms TwoPulseESEEM.no_modulation_iff
-- 'TwoPulseESEEM.no_modulation_iff' depends on axioms: [propext, Classical.choice, Quot.sound]
```

## Starting from a Hamiltonian

The axes and angles are inputs here. A model built from the nuclear Zeeman and hyperfine terms would yield them as functions of the couplings, and would need separate treatment where the effective field vanishes and defines no axis. For a single spin-1/2 nucleus, with ideal pulses, no relaxation and no electron flips during free evolution, (f) gives a closed form against which a spin-dynamics simulation can be compared.
